# Atomic charge gap of the density-density Kanamori interaction at half filling: $U+(M-1)J$ for $J\ge 0$

Let $E(n)$ be the lowest interaction energy of $n$ electrons in $M\ge1$ degenerate orbitals, with intra-orbital repulsion $U$ and Hund's coupling $J\ge0$. Electrons in different orbitals repel with $U-2J$ for opposite spins and $U-3J$ for parallel spins. Then

$$E(M+1)+E(M-1)-2E(M)=U+(M-1)J.$$

At every other filling $1\le n<2M$ the same second difference is $U-3J$. Take two identical isolated atoms with $n$ electrons each, $M\ge2$ and $J>0$. At fixed $U$, Hund's coupling therefore raises the cost of moving an electron from one to the other at half filling and lowers it at the other fillings $1\le n<2M$.

## Configurations and their energy

```lean
import Mathlib

open Finset

namespace KanamoriInteraction

noncomputable section
```

Mathlib supplies finite sets, sums and real numbers. Below, `def` introduces a quantity, `theorem` states a claim, and its proof follows `:=`.

```lean
/-- Occupation number (0 or 1) of orbital `m` when the orbitals in `A` are filled. -/
def occ {M : ℕ} (A : Finset (Fin M)) (m : Fin M) : ℝ := if m ∈ A then 1 else 0
```

`Fin M` is the set of orbital labels $0,\dots,M-1$, and a `Finset (Fin M)` is a set of occupied orbitals. `occ A m` is the occupation number $n_m\in\{0,1\}$.

```lean
/-- Sum of the products of occupations over ordered pairs of different orbitals. -/
def interPairs {M : ℕ} (A B : Finset (Fin M)) : ℝ :=
  ∑ m, ∑ k, if m = k then 0 else occ A m * occ B k
```

This is $\sum_{m\ne k} n^A_m n^B_k$, over ordered pairs.

```lean
/-- Density-density Kanamori energy with up electrons in `A` and down electrons in `B`:
`U` within an orbital, `U - 2J` for opposite and `U - 3J` for parallel spins in different
orbitals. -/
def kanamoriEnergy {M : ℕ} (U J : ℝ) (A B : Finset (Fin M)) : ℝ :=
  U * ∑ m, occ A m * occ B m + (U - 2 * J) * interPairs A B
    + (U - 3 * J) / 2 * (interPairs A A + interPairs B B)
```

The up electrons fill $A$ and the down electrons fill $B$. Opposite spins cost $U$ in the same orbital and $U-2J$ in different ones; the latter is the usual rotational-symmetry relation, assumed here. Parallel spins gain a further exchange energy $J$. Their pairs are counted twice, hence the factor $1/2$.

The spin-flip and pair-hopping terms of the full Kanamori Hamiltonian are absent, so each configuration has a definite energy. Crystal-field splittings are left out too.

```lean
/-- The energies of all configurations of `n` electrons in `M` orbitals. -/
def levels (U J : ℝ) (M n : ℕ) : Set ℝ :=
  {E | ∃ A B : Finset (Fin M), A.card + B.card = n ∧ kanamoriEnergy U J A B = E}
```

These are the energies of all configurations with $n$ electrons.

```lean
/-- The lowest energy of `n` electrons in `M` orbitals, for `n ≤ 2M`. -/
def groundEnergy (U J : ℝ) (M n : ℕ) : ℝ := sInf (levels U J M n)
```

$E(n)$ is the infimum of that set. For $n>2M$ the set is empty and Lean's infimum is 0 by convention, so the theorems require $n\le2M$.

```lean
/-- The charge gap `E(n+1) + E(n-1) - 2E(n)`, for `1 ≤ n < 2M`. -/
def chargeGap (U J : ℝ) (M n : ℕ) : ℝ :=
  groundEnergy U J M (n + 1) + groundEnergy U J M (n - 1) - 2 * groundEnergy U J M n
```

This is the second difference of $E$ at $n$.

## Three counts determine the energy

```lean
/-- The occupations of one spin species add up to its number of electrons. -/
theorem sum_occ {M : ℕ} (A : Finset (Fin M)) : ∑ m, occ A m = (A.card : ℝ) := by
  simp [occ]
```

Summing zeros and ones gives $\sum_m n^A_m=|A|$.

```lean
/-- The products of up and down occupations add up to the number of doubly occupied orbitals. -/
theorem sum_occ_mul {M : ℕ} (A B : Finset (Fin M)) :
    ∑ m, occ A m * occ B m = ((A ∩ B).card : ℝ) := by
  rw [← sum_occ]
  refine Finset.sum_congr rfl fun m _ => ?_
  by_cases hA : m ∈ A <;> by_cases hB : m ∈ B <;> simp [occ, hA, hB]
```

The product $n^A_m n^B_m$ is 1 exactly when $m\in A\cap B$. The proof checks the four cases.

```lean
/-- The energy depends only on the numbers of up electrons, down electrons and doubly
occupied orbitals. -/
theorem kanamoriEnergy_eq {M : ℕ} (U J : ℝ) (A B : Finset (Fin M)) :
    kanamoriEnergy U J A B =
      (U - 3 * J) * (((A.card : ℝ) + B.card) * ((A.card : ℝ) + B.card - 1) / 2)
        + J * A.card * B.card + 2 * J * (A ∩ B).card := by
  -- pairs of different orbitals are all pairs minus the diagonal
  have key : ∀ S T : Finset (Fin M),
      interPairs S T = (S.card : ℝ) * T.card - (S ∩ T).card := by
    intro S T
    have h : ∀ m k : Fin M, (if m = k then (0 : ℝ) else occ S m * occ T k)
        = occ S m * occ T k - (if m = k then occ S m * occ T k else 0) := by
      intro m k
      split_ifs <;> ring
    have h1 : ∑ m, ∑ k, occ S m * occ T k = (S.card : ℝ) * T.card := by
      rw [← Finset.sum_mul_sum, sum_occ, sum_occ]
    unfold interPairs
    simp only [h, Finset.sum_sub_distrib, Finset.sum_ite_eq, Finset.mem_univ, if_true]
    rw [h1, sum_occ_mul]
  rw [kanamoriEnergy, sum_occ_mul, key, key, key, Finset.inter_self, Finset.inter_self]
  ring
```

Write $a=|A|$, $b=|B|$, $d=|A\cap B|$ and $n=a+b$. Removing the diagonal from all pairs gives `interPairs S T` $=|S||T|-|S\cap T|$, the step called `key`. Hence

$$E=Ud+(U-2J)(ab-d)+\tfrac{U-3J}{2}\left(a^2-a+b^2-b\right).$$

Since $\tfrac12(a^2-a+b^2-b)=\tfrac12n(n-1)-ab$, this becomes

$$E=(U-3J)\tfrac{n(n-1)}2+Jab+2Jd,$$

which `ring` confirms.

## The lowest energy at each filling

```lean
/-- The number of antiparallel pairs plus twice the number of doubly occupied orbitals is at least
`M + 2` times the number of electrons beyond half filling. -/
theorem crowding {M : ℕ} (A B : Finset (Fin M)) :
    ((M : ℝ) + 2) * max ((A.card : ℝ) + B.card - M) 0
      ≤ (A.card : ℝ) * B.card + 2 * (A ∩ B).card := by
  have ha : A.card ≤ M := by simpa using Finset.card_le_univ A
  have hb : B.card ≤ M := by simpa using Finset.card_le_univ B
  have hu : (A ∪ B).card ≤ M := by simpa using Finset.card_le_univ (A ∪ B)
  have hi := Finset.card_union_add_card_inter A B
  have hc : A.card + B.card ≤ M + (A ∩ B).card := by omega
  have ha' : (A.card : ℝ) ≤ M := by exact_mod_cast ha
  have hb' : (B.card : ℝ) ≤ M := by exact_mod_cast hb
  have hc' : (A.card : ℝ) + B.card ≤ M + (A ∩ B).card := by exact_mod_cast hc
  rcases le_total ((A.card : ℝ) + B.card - M) 0 with h | h
  · rw [max_eq_right h, mul_zero]
    positivity
  · rw [max_eq_left h]
    nlinarith [mul_nonneg (sub_nonneg.2 ha') (sub_nonneg.2 hb')]
```

The claim is $ab+2d\ge(M+2)\max(n-M,0)$. For $n\le M$ the right side is zero. For $n\ge M$, two facts suffice:

- $(M-a)(M-b)\ge0$ gives $ab\ge M(n-M)$.
- $|A\cup B|=n-d\le M$ gives $d\ge n-M$.

Adding the first to twice the second gives the bound. `omega` handles the integer counting and `nlinarith` the final combination.

```lean
/-- For `J ≥ 0` and `n ≤ 2M` the lowest energy is attained and equals
`(U - 3J) n(n - 1)/2 + J(M + 2) max(n - M, 0)`. -/
theorem isLeast_levels {M n : ℕ} (U : ℝ) {J : ℝ} (hJ : 0 ≤ J) (hn : n ≤ 2 * M) :
    IsLeast (levels U J M n)
      ((U - 3 * J) * ((n : ℝ) * (n - 1) / 2) + J * (M + 2) * max ((n : ℝ) - M) 0) := by
  constructor
  · rcases le_total n M with h | h
    · -- up to half filling all spins are parallel
      obtain ⟨A, -, hA⟩ := Finset.exists_subset_card_eq
        (s := (Finset.univ : Finset (Fin M))) (n := n) (by simpa using h)
      have h' : (n : ℝ) ≤ M := by exact_mod_cast h
      refine ⟨A, ∅, by simp [hA], ?_⟩
      rw [kanamoriEnergy_eq, hA, max_eq_right (by linarith)]
      simp
    · -- beyond it one spin species is full
      obtain ⟨B, -, hB⟩ := Finset.exists_subset_card_eq
        (s := (Finset.univ : Finset (Fin M))) (n := n - M) (by simp; omega)
      have h' : (M : ℝ) ≤ n := by exact_mod_cast h
      have hB' : (B.card : ℝ) = n - M := by rw [hB, Nat.cast_sub h]
      refine ⟨Finset.univ, B, by rw [Finset.card_univ, Fintype.card_fin, hB]; omega, ?_⟩
      rw [kanamoriEnergy_eq, Finset.univ_inter, Finset.card_univ, Fintype.card_fin, hB',
        max_eq_left (by linarith)]
      ring
  · rintro E ⟨A, B, hAB, rfl⟩
    have hs : (A.card : ℝ) + B.card = n := by exact_mod_cast hAB
    have key := mul_le_mul_of_nonneg_left (crowding A B) hJ
    rw [hs] at key
    rw [kanamoriEnergy_eq, hs]
    linarith
```

`IsLeast` says that the value belongs to the set and bounds it from below. For $n\le M$, take $n$ up electrons and no down electrons, so $ab=d=0$. For $n\ge M$, fill all up orbitals and put $n-M$ electrons down, so $ab+2d=(M+2)(n-M)$. The lower bound is `crowding` multiplied by $J\ge0$.

```lean
/-- Closed form of the ground energy for `J ≥ 0` and `n ≤ 2M`. -/
theorem groundEnergy_eq {M n : ℕ} (U : ℝ) {J : ℝ} (hJ : 0 ≤ J) (hn : n ≤ 2 * M) :
    groundEnergy U J M n =
      (U - 3 * J) * ((n : ℝ) * (n - 1) / 2) + J * (M + 2) * max ((n : ℝ) - M) 0 :=
  (isLeast_levels U hJ hn).csInf_eq
```

Thus

$$E(n)=(U-3J)\tfrac{n(n-1)}2+J(M+2)\max(n-M,0).$$

## The gap at half filling and away from it

```lean
/-- At half filling of `M ≥ 1` orbitals with `J ≥ 0` the charge gap is `U + (M - 1)J`. -/
theorem chargeGap_half_filling {M : ℕ} (U : ℝ) {J : ℝ} (hJ : 0 ≤ J) (hM : 1 ≤ M) :
    chargeGap U J M M = U + ((M : ℝ) - 1) * J := by
  have h1 := groundEnergy_eq (M := M) (n := M + 1) U hJ (by omega)
  have h2 := groundEnergy_eq (M := M) (n := M - 1) U hJ (by omega)
  have h3 := groundEnergy_eq (M := M) (n := M) U hJ (by omega)
  have e : ((M - 1 : ℕ) : ℝ) = M - 1 := by rw [Nat.cast_sub hM, Nat.cast_one]
  -- only the state with one extra electron pays for the kink
  have m1 : max (((M + 1 : ℕ) : ℝ) - M) 0 = 1 := by
    rw [max_eq_left] <;> push_cast <;> linarith
  have m2 : max (((M - 1 : ℕ) : ℝ) - M) 0 = 0 := max_eq_right (by rw [e]; linarith)
  have m3 : max ((M : ℝ) - M) 0 = 0 := by simp
  rw [chargeGap, h1, h2, h3, m1, m2, m3, e]
  push_cast
  ring
```

The second difference of $n(n-1)/2$ is 1. That of $\max(n-M,0)$ at $n=M$ is $1+0-0=1$. The gap is therefore $U-3J+J(M+2)=U+(M-1)J$.

Take $M=3$, $U=4$, $J=0.5$. Then $E(2)=2.5$, $E(3)=7.5$ and $E(4)=15+2.5=17.5$, so the gap is $17.5+2.5-15=5=U+2J$.

The condition $J\ge0$ matters. For $M=2$ and $J=-1$, two electrons prefer to share an orbital, so $E(2)=U$, while $E(1)=0$ and $E(3)=3U+5$. The gap is $U+5$, whereas the formula would give $U-1$.

```lean
/-- Away from half filling, for `1 ≤ n < 2M` and `J ≥ 0`, the charge gap is `U - 3J`. -/
theorem chargeGap_off_half_filling {M n : ℕ} (U : ℝ) {J : ℝ} (hJ : 0 ≤ J)
    (h0 : 1 ≤ n) (hn : n < 2 * M) (hne : n ≠ M) :
    chargeGap U J M n = U - 3 * J := by
  have h1 := groundEnergy_eq (M := M) (n := n + 1) U hJ (by omega)
  have h2 := groundEnergy_eq (M := M) (n := n - 1) U hJ (by omega)
  have h3 := groundEnergy_eq (M := M) (n := n) U hJ (by omega)
  have e : ((n - 1 : ℕ) : ℝ) = n - 1 := by rw [Nat.cast_sub h0, Nat.cast_one]
  rw [chargeGap, h1, h2, h3, e]
  push_cast
  rcases lt_or_gt_of_ne hne with h | h
  · have c : (n : ℝ) + 1 ≤ M := by exact_mod_cast h
    rw [max_eq_right (show (n : ℝ) + 1 - M ≤ 0 by linarith),
      max_eq_right (show (n : ℝ) - 1 - M ≤ 0 by linarith),
      max_eq_right (show (n : ℝ) - M ≤ 0 by linarith)]
    ring
  · have c : (M : ℝ) + 1 ≤ n := by exact_mod_cast h
    rw [max_eq_left (show 0 ≤ (n : ℝ) + 1 - M by linarith),
      max_eq_left (show 0 ≤ (n : ℝ) - 1 - M by linarith),
      max_eq_left (show 0 ≤ (n : ℝ) - M by linarith)]
    ring
```

If $n\ne M$, the fillings $n-1,n,n+1$ all lie on one side of the kink, where $\max(n-M,0)$ is linear. Its second difference vanishes and $U-3J$ remains. The two cases in the proof are the two sides.

```lean
/-- For `J > 0` and at most `M` electrons, a configuration has the lowest energy exactly when
all its spins are parallel. -/
theorem ground_iff_polarized {M : ℕ} (U : ℝ) {J : ℝ} (hJ : 0 < J) (A B : Finset (Fin M))
    (hn : A.card + B.card ≤ M) :
    kanamoriEnergy U J A B = groundEnergy U J M (A.card + B.card) ↔ A = ∅ ∨ B = ∅ := by
  have hn' : (A.card : ℝ) + B.card ≤ M := by exact_mod_cast hn
  rw [groundEnergy_eq U hJ.le (by omega), kanamoriEnergy_eq]
  push_cast
  rw [max_eq_right (show (A.card : ℝ) + B.card - M ≤ 0 by linarith)]
  constructor
  · intro h
    -- both exchange penalties are nonnegative, so each vanishes
    have hc : 0 ≤ J * ((A ∩ B).card : ℝ) := by positivity
    have hp : 0 ≤ J * ((A.card : ℝ) * B.card) := by positivity
    have hz : J * ((A.card : ℝ) * B.card) = 0 := by linarith
    rcases mul_eq_zero.1 ((mul_eq_zero.1 hz).resolve_left hJ.ne') with h' | h'
    · exact Or.inl (Finset.card_eq_zero.1 (by exact_mod_cast h'))
    · exact Or.inr (Finset.card_eq_zero.1 (by exact_mod_cast h'))
  · rintro (rfl | rfl) <;> simp

end

end KanamoriInteraction
```

For $n\le M$, a configuration is a ground state exactly when $Jab+2Jd=0$. Both terms are nonnegative and $J>0$, so $ab=0$: one spin species is empty. Conversely, an empty species makes both terms vanish. At $J=0$ this fails: one up and one down electron in different orbitals then have the same energy as two parallel spins.

```lean
#print axioms KanamoriInteraction.chargeGap_half_filling
-- 'KanamoriInteraction.chargeGap_half_filling' depends on axioms: [propext, Classical.choice, Quot.sound]
#print axioms KanamoriInteraction.chargeGap_off_half_filling
-- 'KanamoriInteraction.chargeGap_off_half_filling' depends on axioms: [propext, Classical.choice, Quot.sound]
#print axioms KanamoriInteraction.ground_iff_polarized
-- 'KanamoriInteraction.ground_iff_polarized' depends on axioms: [propext, Classical.choice, Quot.sound]
```
